# At fixed width, shifting a Lorentzian adsorbate level costs a finite energy in the wide-band limit

Suppose a program computes the band energy of a broadened adsorbate level by integrating energy times a Lorentzian density from a band bottom $-W$ up to the Fermi level. The result never settles as $W$ grows. Each time the band is made ten times deeper, the energy drops by about $(D/\pi)\ln 10$, where $D$ is the half-width of the level. For $D = 1$ eV that is about 0.73 eV per decade. Two such energies computed with different cutoffs, or with different widths, therefore differ partly by an amount that depends on the choice of cutoff, and no refinement of the energy grid removes it.

## The logarithm to add and the energy that remains

Take the Fermi level as the zero of energy. A level at position $e$ with half-width $D>0$ has the density

$$A(E)=\frac{D}{\pi\left((E-e)^2+D^2\right)},$$

and its band energy with the band bottom at $-W$ is

$$U(W)=\int_{-W}^{0}E\,A(E)\,dE .$$

As $W\to\infty$, the sum $U(W)+(D/\pi)\ln W$ tends to

$$B(e)=e\left(\frac12-\frac{\arctan(e/D)}{\pi}\right)+\frac{D}{2\pi}\ln(e^2+D^2),$$

and the slope of this function at fixed $D$ is

$$B'(e)=\frac12-\frac{\arctan(e/D)}{\pi}.$$

The added logarithm depends on $D$ but not on $e$. It cancels when two level positions are compared at the same width, and it survives when the widths differ.

## Level scans at constant width, and scans where the width changes

In a non-interacting model of adsorption with a flat, wide metal band, a code may shift the adsorbate level, for instance to mimic a change of electrode potential, and report the change in the Lorentzian integral $U(W)$. If $D$ is held constant along the scan, the result converges as $W$ grows, and $B(e_2)-B(e_1)$ gives its limit in closed form.

The same code may instead move the adsorbate towards the surface, which usually changes the coupling and with it $D$. Energy differences between points with different $D$ then grow in magnitude with $\ln W$, so $W$ cannot be treated as a convergence parameter: the result depends on the band depth assumed.

Two properties of $B$ serve as numerical checks at constant width and large $W$. Raising the level must raise the energy by less than the shift itself. Moving the level from $-e$ to $e$ must change the energy by $e$, whatever the width.

## From the Lorentzian to its finite remainder

Write $E=(E-e)+e$ in the integrand:

$$E\,A(E)=\frac{D}{\pi}\,\frac{E-e}{(E-e)^2+D^2}+\frac{e}{\pi}\,\frac{D}{(E-e)^2+D^2}.$$

The first term is the derivative of a logarithm. The second is the derivative of an arctangent, because

$$\frac{d}{dE}\arctan\frac{E-e}{D}=\frac{1/D}{1+(E-e)^2/D^2}=\frac{D}{(E-e)^2+D^2}.$$

A primitive of $E\,A(E)$ is therefore

$$F(E)=\frac{D}{2\pi}\ln\left((E-e)^2+D^2\right)+\frac{e}{\pi}\arctan\frac{E-e}{D},$$

and $U(W)=F(0)-F(-W)$. For $W>0$ the logarithm at the band bottom splits as

$$\ln\left((-W-e)^2+D^2\right)=2\ln W+\ln\left(\left(1+\frac eW\right)^2+\left(\frac DW\right)^2\right).$$

The term $2\ln W$, multiplied by $D/2\pi$, is exactly what the added $(D/\pi)\ln W$ cancels. This leaves

$$U(W)+\frac D\pi\ln W=F(0)-\frac e\pi\arctan\frac{-W-e}{D}-\frac{D}{2\pi}\ln\left(\left(1+\frac eW\right)^2+\left(\frac DW\right)^2\right).$$

As $W\to\infty$ the arctangent tends to $-\pi/2$ and the last logarithm to $\ln 1=0$. The limit is $F(0)+e/2$. Since $F(0)=\frac{D}{2\pi}\ln(e^2+D^2)-\frac e\pi\arctan(e/D)$, this is $B(e)$.

Differentiating $B$ gives

$$B'(e)=\frac12-\frac{\arctan(e/D)}{\pi}-\frac{e}{\pi}\,\frac{D}{e^2+D^2}+\frac{D}{2\pi}\,\frac{2e}{e^2+D^2},$$

and the last two terms cancel. Integrating $A$ from $-\infty$ to $0$ by hand gives the same expression, so the slope can be read as the occupation of the level; the Lean file does not state this identification.

The remaining results follow from the limit, the slope and the explicit formula for $B$.

- **Level shift.** For two positions $e_1,e_2$ at the same $D$, the added logarithms cancel in the difference of band energies, which tends to $B(e_2)-B(e_1)=\int_{e_1}^{e_2}B'(x)\,dx$.
- **Bounds.** The arctangent lies strictly between $-\pi/2$ and $\pi/2$, so $0<B'<1$. For $e_1<e_2$ the mean value theorem gives $0<B(e_2)-B(e_1)<e_2-e_1$.
- **Reflection.** The logarithm in $B$ is even in $e$ and the arctangent is odd. With $a=\arctan(e/D)/\pi$, the difference $B(e)-B(-e)$ is $e(\tfrac12-a)+e(\tfrac12+a)=e$.
- **Change of width.** For $0<D_1<D_2$ and any positions, the band energy of the narrower level minus that of the broader is a convergent quantity plus $\frac{D_2-D_1}{\pi}\ln W$, which grows without bound.

## The Lean file and its lemmas

`hasDerivAt_phase` is the arctangent derivative above: the chain rule supplies the raw form, and `field_simp` clears the fractions. `hasDerivAt_energyPrimitive` adds the logarithmic part and confirms that $F$, called `energyPrimitive`, has derivative $E\,A(E)$.

`tendsto_bandEnergy_add_log` carries out the limit. Its steps `h1` and `h2` are the limits of the arctangent and of the remaining logarithm, and `hB` identifies the combined limit with $B(e)$. The step `hint` is the fundamental theorem of calculus, with continuity of the integrand supplying integrability, and `hlog` is the splitting of the logarithm. The last two are needed only for $W>0$, which `filter_upwards` arranges.

`hasDerivAt_renormalisedEnergy` differentiates $B$, and its closing `ring` performs the cancellation. `tendsto_levelShift` evaluates the integral of the slope as a difference of $B$ and subtracts two copies of the limit theorem. `levelShift_bounds` takes an intermediate point `c` from the mean value theorem and bounds the slope there through `hu` and `hl`. `renormalisedEnergy_reflection` is algebra with the parity of the arctangent. `tendsto_widthChange_atTop` adds a convergent function to a positive multiple of $\ln W$.

```lean
import Mathlib

open Real Filter Topology

namespace WideBandAdsorption

noncomputable section

/-- Lorentzian density of states at energy `E` of an adsorbate level at `e` with
half-width `D > 0`. -/
def levelDensity (D e E : ℝ) : ℝ := D / (π * ((E - e) ^ 2 + D ^ 2))

/-- Band energy of the level, filled from the band bottom `-W` up to the Fermi level zero. -/
def bandEnergy (D e W : ℝ) : ℝ := ∫ E in (-W)..0, E * levelDensity D e E

/-- A primitive in `E` for the energy-weighted level density, for half-width `D > 0`. -/
def energyPrimitive (D e E : ℝ) : ℝ :=
  D / (2 * π) * Real.log ((E - e) ^ 2 + D ^ 2) + e / π * Real.arctan ((E - e) / D)

/-- The renormalised band energy of a level at `e` with half-width `D > 0`. -/
def renormalisedEnergy (D e : ℝ) : ℝ :=
  e * (1 / 2 - Real.arctan (e / D) / π) + D / (2 * π) * Real.log (e ^ 2 + D ^ 2)

/-- For `D > 0` the phase `arctan ((x - e) / D)` changes with energy at a Lorentzian rate. -/
theorem hasDerivAt_phase {D : ℝ} (hD : 0 < D) (e x : ℝ) :
    HasDerivAt (fun y => Real.arctan ((y - e) / D)) (D / ((x - e) ^ 2 + D ^ 2)) x := by
  refine ((((hasDerivAt_id' x).sub_const e).div_const D).arctan).congr_deriv ?_
  have hD' : D ≠ 0 := hD.ne'
  have hQ : (x - e) ^ 2 + D ^ 2 ≠ 0 := by positivity
  have h : 1 + ((x - e) / D) ^ 2 = ((x - e) ^ 2 + D ^ 2) / D ^ 2 := by
    field_simp
    ring
  rw [h]
  field_simp

/-- For `D > 0` the derivative of `energyPrimitive` is the energy times the level density. -/
theorem hasDerivAt_energyPrimitive {D : ℝ} (hD : 0 < D) (e E : ℝ) :
    HasDerivAt (energyPrimitive D e) (E * levelDensity D e E) E := by
  have hQ : (E - e) ^ 2 + D ^ 2 ≠ 0 := by positivity
  have hq : HasDerivAt (fun x => (x - e) ^ 2 + D ^ 2) (2 * (E - e)) E :=
    ((((hasDerivAt_id' E).sub_const e).fun_pow 2).add_const (D ^ 2)).congr_deriv (by norm_num)
  refine (((hq.log hQ).const_mul (D / (2 * π))).fun_add
    ((hasDerivAt_phase hD e E).const_mul (e / π))).congr_deriv ?_
  have hπ := Real.pi_ne_zero
  unfold levelDensity
  field_simp
  ring

/-- For `D > 0`, the band energy plus `(D / π) ln W` tends to the finite renormalised energy
as the band bottom `-W` goes to minus infinity. -/
theorem tendsto_bandEnergy_add_log {D : ℝ} (hD : 0 < D) (e : ℝ) :
    Tendsto (fun W => bandEnergy D e W + D / π * Real.log W) atTop
      (𝓝 (renormalisedEnergy D e)) := by
  -- the phase at the band bottom tends to -π/2
  have h0 : Tendsto (fun W : ℝ => -W - e) atTop atBot := by
    simpa only [sub_eq_add_neg] using
      tendsto_atBot_add_const_right atTop (-e) tendsto_neg_atTop_atBot
  have h1 : Tendsto (fun W : ℝ => Real.arctan ((-W - e) / D)) atTop (𝓝 (-(π / 2))) :=
    (Real.tendsto_arctan_atBot.mono_right nhdsWithin_le_nhds).comp (h0.atBot_div_const hD)
  -- the logarithm at the band bottom is 2 ln W up to a vanishing term
  have h2 : Tendsto (fun W : ℝ => Real.log ((1 + e / W) ^ 2 + (D / W) ^ 2)) atTop (𝓝 0) := by
    have a : Tendsto (fun W : ℝ => e / W) atTop (𝓝 0) := tendsto_const_nhds.div_atTop tendsto_id
    have b : Tendsto (fun W : ℝ => D / W) atTop (𝓝 0) := tendsto_const_nhds.div_atTop tendsto_id
    have c := (((a.const_add 1).pow 2).add (b.pow 2)).log (by norm_num)
    have hz : Real.log ((1 + 0) ^ 2 + 0 ^ 2) = 0 := by norm_num
    rwa [hz] at c
  have h := ((tendsto_const_nhds (x := energyPrimitive D e 0)).sub
    (h1.const_mul (e / π))).sub (h2.const_mul (D / (2 * π)))
  have hB : energyPrimitive D e 0 - e / π * (-(π / 2)) - D / (2 * π) * 0
      = renormalisedEnergy D e := by
    have hπ := Real.pi_ne_zero
    have hp : e / π * (-(π / 2)) = -(e / 2) := by field_simp
    have hn : (0 - e) / D = -(e / D) := by ring
    have hs : (0 - e) ^ 2 + D ^ 2 = e ^ 2 + D ^ 2 := by ring
    unfold energyPrimitive renormalisedEnergy
    rw [hp, hn, hs, Real.arctan_neg]
    ring
  rw [← hB]
  refine h.congr' ?_
  filter_upwards [eventually_gt_atTop (0 : ℝ)] with W hW
  have hc : Continuous fun E => E * levelDensity D e E := by
    unfold levelDensity
    exact continuous_id.mul
      (Continuous.div continuous_const (by fun_prop) (fun x => by positivity))
  have hint : bandEnergy D e W = energyPrimitive D e 0 - energyPrimitive D e (-W) :=
    intervalIntegral.integral_eq_sub_of_hasDerivAt
      (fun x _ => hasDerivAt_energyPrimitive hD e x) (hc.intervalIntegrable _ _)
  have hlog : Real.log ((1 + e / W) ^ 2 + (D / W) ^ 2)
      = Real.log ((-W - e) ^ 2 + D ^ 2) - 2 * Real.log W := by
    have hq : (1 + e / W) ^ 2 + (D / W) ^ 2 = ((-W - e) ^ 2 + D ^ 2) / W ^ 2 := by
      field_simp
      ring
    rw [hq, Real.log_div (by positivity) (by positivity), Real.log_pow]
    norm_num
  rw [hint, hlog]
  unfold energyPrimitive
  ring

/-- For `D > 0` the renormalised energy changes with the level position `e` at the rate
`1/2 - arctan (e / D) / π`. -/
theorem hasDerivAt_renormalisedEnergy {D : ℝ} (hD : 0 < D) (e : ℝ) :
    HasDerivAt (renormalisedEnergy D) (1 / 2 - Real.arctan (e / D) / π) e := by
  have hQ : e ^ 2 + D ^ 2 ≠ 0 := by positivity
  have hA : HasDerivAt (fun x => Real.arctan (x / D)) (D / (e ^ 2 + D ^ 2)) e := by
    simpa using hasDerivAt_phase hD 0 e
  have hq : HasDerivAt (fun x : ℝ => x ^ 2 + D ^ 2) (2 * e) e :=
    (((hasDerivAt_id' e).fun_pow 2).add_const (D ^ 2)).congr_deriv (by norm_num)
  -- the logarithm cancels the explicit change of the phase
  refine (((hasDerivAt_id' e).fun_mul ((hA.div_const π).const_sub (1 / 2))).fun_add
    ((hq.log hQ).const_mul (D / (2 * π)))).congr_deriv ?_
  ring

/-- At fixed half-width `D > 0`, the band-energy difference between two level positions has a
finite wide-band limit, the integral of `1/2 - arctan (x / D) / π` between them. -/
theorem tendsto_levelShift {D : ℝ} (hD : 0 < D) (e₁ e₂ : ℝ) :
    Tendsto (fun W => bandEnergy D e₂ W - bandEnergy D e₁ W) atTop
      (𝓝 (∫ x in e₁..e₂, (1 / 2 - Real.arctan (x / D) / π))) := by
  have hc : Continuous fun x : ℝ => 1 / 2 - Real.arctan (x / D) / π :=
    continuous_const.sub
      ((Real.continuous_arctan.comp (continuous_id.div_const D)).div_const π)
  rw [intervalIntegral.integral_eq_sub_of_hasDerivAt
    (fun x _ => hasDerivAt_renormalisedEnergy hD x) (hc.intervalIntegrable _ _)]
  refine ((tendsto_bandEnergy_add_log hD e₂).sub
    (tendsto_bandEnergy_add_log hD e₁)).congr fun W => ?_
  ring

/-- At fixed `D > 0`, raising the level raises the renormalised energy, by less than the
shift of the level. -/
theorem levelShift_bounds {D e₁ e₂ : ℝ} (hD : 0 < D) (h : e₁ < e₂) :
    0 < renormalisedEnergy D e₂ - renormalisedEnergy D e₁ ∧
      renormalisedEnergy D e₂ - renormalisedEnergy D e₁ < e₂ - e₁ := by
  obtain ⟨c, _, hc⟩ := exists_hasDerivAt_eq_slope (renormalisedEnergy D)
    (fun x => 1 / 2 - Real.arctan (x / D) / π) h
    (fun x _ => (hasDerivAt_renormalisedEnergy hD x).continuousAt.continuousWithinAt)
    (fun x _ => hasDerivAt_renormalisedEnergy hD x)
  have hd : 0 < e₂ - e₁ := sub_pos.2 h
  rw [eq_div_iff hd.ne'] at hc
  -- the slope lies strictly between zero and one
  have hu : Real.arctan (c / D) / π < 1 / 2 := by
    rw [div_lt_iff₀ Real.pi_pos]
    linarith [Real.arctan_lt_pi_div_two (c / D)]
  have hl : -(1 / 2) < Real.arctan (c / D) / π := by
    rw [lt_div_iff₀ Real.pi_pos]
    linarith [Real.neg_pi_div_two_lt_arctan (c / D)]
  rw [← hc]
  constructor
  · exact mul_pos (by linarith) hd
  · nlinarith

/-- Moving a level from `-e` to `e`, its mirror image in the Fermi level, at fixed `D`
changes the renormalised energy by exactly `e`. -/
theorem renormalisedEnergy_reflection (D e : ℝ) :
    renormalisedEnergy D e - renormalisedEnergy D (-e) = e := by
  unfold renormalisedEnergy
  rw [neg_div, Real.arctan_neg, neg_sq]
  ring

/-- For two levels of different half-widths `0 < D₁ < D₂`, the band energy of the narrower
minus that of the broader grows without bound in the wide-band limit. -/
theorem tendsto_widthChange_atTop {D₁ D₂ : ℝ} (h₁ : 0 < D₁) (h : D₁ < D₂) (e₁ e₂ : ℝ) :
    Tendsto (fun W => bandEnergy D₁ e₁ W - bandEnergy D₂ e₂ W) atTop atTop := by
  have hp : 0 < (D₂ - D₁) / π := div_pos (sub_pos.2 h) Real.pi_pos
  -- the two logarithmic counterterms no longer cancel
  refine (((tendsto_bandEnergy_add_log h₁ e₁).sub
    (tendsto_bandEnergy_add_log (h₁.trans h) e₂)).add_atTop
    (Real.tendsto_log_atTop.const_mul_atTop hp)).congr fun W => ?_
  ring

end

end WideBandAdsorption
```

```lean
#print axioms WideBandAdsorption.tendsto_levelShift
#print axioms WideBandAdsorption.levelShift_bounds
#print axioms WideBandAdsorption.renormalisedEnergy_reflection
#print axioms WideBandAdsorption.tendsto_widthChange_atTop
```

```
'WideBandAdsorption.tendsto_levelShift' depends on axioms: [propext, Classical.choice, Quot.sound]
'WideBandAdsorption.levelShift_bounds' depends on axioms: [propext, Classical.choice, Quot.sound]
'WideBandAdsorption.renormalisedEnergy_reflection' depends on axioms: [propext, Classical.choice, Quot.sound]
'WideBandAdsorption.tendsto_widthChange_atTop' depends on axioms: [propext, Classical.choice, Quot.sound]
```

## One truncated Lorentzian at zero temperature

The definitions translate directly. `levelDensity D e E` is $A(E)$, `bandEnergy D e W` is the integral $U(W)$, and `renormalisedEnergy D e` is the explicit function $B(e)$. That $B$ is the limit is a theorem and not part of its definition. `Tendsto … atTop (𝓝 …)` says that a quantity converges to the stated value as $W\to\infty$, and `HasDerivAt` says that the derivative exists and has the stated value. The level positions are arbitrary real numbers. The hypothesis `0 < D` says that the level is coupled to the metal and so has a non-zero width; only the reflection identity is stated without it, and its physical reading is for positive $D$.

For a code, the guarantee is this: at fixed $D$, differences of the cutoff band energy converge to the stated integral, and for two different widths the difference diverges. Several limits on its use follow from the model.

- **The Lorentzian is postulated.** It stands for a level coupled to a metal whose hybridisation does not depend on energy. No Hamiltonian appears in the file, and the density is not derived from one.
- **The cutoff only truncates.** The density is not recomputed for a metal band that ends at $-W$, so a model with a real band edge can have a different finite part.
- **The filling is that of a single spin channel at zero temperature.** States are full below the Fermi level and empty above it. Electron repulsion, self-consistent level shifts and image charges are absent.
- **$B$ is not an adsorption energy.** An adsorption energy compares the coupled level with the free adsorbate, whose level has zero width, so the logarithm of $W$ does not cancel. Any repulsion from the surface is also left out.
- **The bounds and the reflection identity concern $B$.** At fixed $D$ a computed difference of band energies tends to the difference of $B$ only as $W\to\infty$, and the theorems give no rate, so the cutoff error of a particular run has to be estimated separately. The same holds for quadrature and rounding errors.

There is also a convention about units. Energies are plain real numbers here, so $\ln W$ presupposes a chosen energy unit. Changing the unit adds to $B$ a term proportional to $D$ and independent of $e$. Level shifts at fixed $D$ are unaffected, but a difference of $B$ between two widths depends on the unit and should not be reported as a physical energy.
